# The screened LMTO auxiliary Green function is the bare one, rescaled on both sides and shifted

**Q:** Take a solid divided into atomic spheres. At a fixed energy, the potential function \(P\) describes scattering inside the spheres and the structure constants \(S\) couple them. Bare structure constants are long-ranged, so I screen them with a parameter \(b\). My auxiliary Green function changes, although the solid hasn't. Can a statement about an arbitrary ring tell me how?

**A:** Yes, because the relation is algebraic. Read the ring elements as matrices in site and orbital indices, at one energy. The ring theorems below do not assume that they commute.

```lean
import Mathlib

open Matrix

namespace LMTOScreening

noncomputable section

variable {R : Type*} [Ring R]
```

**Q:** What does screening mean here?

**A:** The same map acts on both quantities:

\[
X^b = X(1-bX)^{-1},\qquad X=P \text{ or } S .
\]

In Lean this is `screen b X`. `Ring.inverse` returns zero for a non-invertible element, so the theorems carry `IsUnit` hypotheses where a true inverse is meant.

```lean
/-- The screened quantity `X^b = X (1 - b X)⁻¹`, for a potential function or a structure constant
matrix `X`, when `1 - b X` is invertible; otherwise the value is `0`. -/
def screen (b X : R) : R := X * Ring.inverse (1 - b * X)
```

The bare auxiliary Green function is \(g=(P-S)^{-1}\), written `auxGreen P S`. The screened one is \(g^b=(P^b-S^b)^{-1}\).

```lean
/-- The auxiliary Green function `g = (P - S)⁻¹` when `P - S` is invertible; otherwise the value is
`0`. -/
def auxGreen (P S : R) : R := Ring.inverse (P - S)
```

**Q:** You will need \(1-Pb\) as well as \(1-bP\). Are those separate conditions?

**A:** No. If \(u=(1-bX)^{-1}\), then \(1+Xub\) inverts \(1-Xb\):

\[
(1-Xb)(1+Xub)=1-Xb+X(1-bX)ub=1-Xb+Xb=1 .
\]

The product in the other order works the same way, using \(u(1-bX)=1\). The two `calc` blocks are these two products.

```lean
/-- If `1 - b X` is invertible, so is `1 - X b`. -/
theorem isUnit_swap {b X : R} (h : IsUnit (1 - b * X)) : IsUnit (1 - X * b) := by
  obtain ⟨u, h1, h2⟩ := isUnit_iff_exists.mp h
  -- the inverse is `1 + X (1 - b X)⁻¹ b`
  refine isUnit_iff_exists.mpr ⟨1 + X * u * b, ?_, ?_⟩
  · calc (1 - X * b) * (1 + X * u * b)
        = 1 - X * b + X * ((1 - b * X) * u) * b := by noncomm_ring
      _ = 1 := by rw [h1]; noncomm_ring
  · calc (1 + X * u * b) * (1 - X * b)
        = 1 - X * b + X * (u * (1 - b * X)) * b := by noncomm_ring
      _ = 1 := by rw [h2]; noncomm_ring
```

Since \((1-Xb)X=X(1-bX)\), multiplying by the inverses on the two outer sides gives

\[
X(1-bX)^{-1}=(1-Xb)^{-1}X .
\]

In the proof, `generalize` replaces each inverse by a letter known only through its cancellation rule, and `noncomm_ring` expands products without reordering factors.

```lean
/-- The screening denominator may stand on either side:
`X (1 - b X)⁻¹ = (1 - X b)⁻¹ X`. -/
theorem screen_eq_left {b X : R} (h : IsUnit (1 - b * X)) :
    screen b X = Ring.inverse (1 - X * b) * X := by
  have h1 := Ring.mul_inverse_cancel _ h
  have h2 := Ring.inverse_mul_cancel _ (isUnit_swap h)
  unfold screen
  generalize Ring.inverse (1 - b * X) = u at h1 ⊢
  generalize Ring.inverse (1 - X * b) = v at h2 ⊢
  calc X * u = (v * (1 - X * b)) * (X * u) := by rw [h2, one_mul]
    _ = v * X * ((1 - b * X) * u) := by noncomm_ring
    _ = v * X := by rw [h1, mul_one]
```

**Q:** Now subtract the two screened quantities.

**A:** Put the denominator on the left for \(P\) and on the right for \(S\):

\[
\begin{aligned}
P^b-S^b&=(1-Pb)^{-1}P-S(1-bS)^{-1}\\
&=(1-Pb)^{-1}\big[P(1-bS)-(1-Pb)S\big](1-bS)^{-1}\\
&=(1-Pb)^{-1}(P-S)(1-bS)^{-1}.
\end{aligned}
\]

The two \(PbS\) terms cancel. Lean inserts the same two factors of one.

```lean
/-- The screened secular matrix is the bare one between two screening factors:
`P^b - S^b = (1 - P b)⁻¹ (P - S) (1 - b S)⁻¹`. -/
theorem screen_sub_screen {b P S : R} (hS : IsUnit (1 - b * S)) (hP : IsUnit (1 - P * b)) :
    screen b P - screen b S
      = Ring.inverse (1 - P * b) * (P - S) * Ring.inverse (1 - b * S) := by
  have h1 := Ring.mul_inverse_cancel _ hS
  have h2 := Ring.inverse_mul_cancel _ hP
  rw [screen_eq_left (isUnit_swap hP)]
  unfold screen
  generalize Ring.inverse (1 - b * S) = u at h1 ⊢
  generalize Ring.inverse (1 - P * b) = v at h2 ⊢
  calc v * P - S * u
      = v * P * ((1 - b * S) * u) - (v * (1 - P * b)) * (S * u) := by
        rw [h1, h2, mul_one, one_mul]
    _ = v * (P - S) * u := by noncomm_ring
```

**Q:** Could screening create or remove a solution of the secular problem?

**A:** Not while \(1-bS\) and \(1-Pb\) are invertible. The outer factors are then invertible, so \(P^b-S^b\) is invertible exactly when \(P-S\) is. One direction of the proof multiplies the outer factors away; the other multiplies three units.

```lean
/-- If `1 - b S` and `1 - P b` are invertible, then the screened secular matrix `P^b - S^b` is
invertible exactly when the bare one, `P - S`, is. -/
theorem isUnit_screened_iff {b P S : R} (hS : IsUnit (1 - b * S))
    (hP : IsUnit (1 - P * b)) :
    IsUnit (screen b P - screen b S) ↔ IsUnit (P - S) := by
  rw [screen_sub_screen hS hP]
  constructor
  · intro h
    have e : (1 - P * b) * (Ring.inverse (1 - P * b) * (P - S) * Ring.inverse (1 - b * S))
        * (1 - b * S) = P - S := by
      calc _ = ((1 - P * b) * Ring.inverse (1 - P * b)) * (P - S)
            * (Ring.inverse (1 - b * S) * (1 - b * S)) := by simp only [mul_assoc]
        _ = P - S := by
          rw [Ring.mul_inverse_cancel _ hP, Ring.inverse_mul_cancel _ hS, one_mul, mul_one]
    have h' := (hP.mul h).mul hS
    rwa [e] at h'
  · intro h
    exact (hP.ringInverse.mul h).mul hS.ringInverse
```

**Q:** And the Green function itself?

**A:** Invert the product, reversing the order, and split \(1-bS=(1-bP)+b(P-S)\):

\[
\begin{aligned}
g^b&=(1-bS)\,g\,(1-Pb)\\
&=b(P-S)g(1-Pb)+(1-bP)\,g\,(1-Pb)\\
&=b(1-Pb)+(1-bP)\,g\,(1-Pb).
\end{aligned}
\]

`screened_green` assumes that \(P-S\), \(1-bS\) and \(1-Pb\) are units. It concludes that the screened secular matrix is a unit and that its inverse is this expression. The proof calls that inverse `d`, shows that \((1-bS)g(1-Pb)\) is a right inverse of the same matrix, identifies the two, and then makes the split.

```lean
/-- **Screening of the auxiliary Green function.** If `P - S`, `1 - b S` and `1 - P b` are
invertible, then the screened secular matrix is invertible and its inverse is `g^b = b (1 - P b) +
(1 - b P) g (1 - P b)`. -/
theorem screened_green {b P S : R} (hPS : IsUnit (P - S)) (hS : IsUnit (1 - b * S))
    (hP : IsUnit (1 - P * b)) :
    IsUnit (screen b P - screen b S) ∧
    auxGreen (screen b P) (screen b S)
      = b * (1 - P * b) + (1 - b * P) * auxGreen P S * (1 - P * b) := by
  have hD := (isUnit_screened_iff hS hP).mpr hPS
  refine ⟨hD, ?_⟩
  have hg := Ring.mul_inverse_cancel _ hPS
  have hu := Ring.inverse_mul_cancel _ hS
  have hv := Ring.inverse_mul_cancel _ hP
  have hd := Ring.inverse_mul_cancel _ hD
  unfold auxGreen
  generalize Ring.inverse (screen b P - screen b S) = d at hd ⊢
  rw [screen_sub_screen hS hP] at hd
  generalize Ring.inverse (P - S) = g at hg ⊢
  generalize Ring.inverse (1 - b * S) = u at hu hd
  generalize Ring.inverse (1 - P * b) = v at hv hd
  -- the product form `(1 - b S) g (1 - P b)` is a right inverse
  have hr : v * (P - S) * u * ((1 - b * S) * g * (1 - P * b)) = 1 := by
    calc _ = v * ((P - S) * ((u * (1 - b * S)) * g)) * (1 - P * b) := by
          simp only [mul_assoc]
      _ = 1 := by rw [hu, one_mul, hg, mul_one, hv]
  calc d = d * (v * (P - S) * u * ((1 - b * S) * g * (1 - P * b))) := by rw [hr, mul_one]
    _ = (1 - b * S) * g * (1 - P * b) := by rw [← mul_assoc, hd, one_mul]
    -- split `1 - b S = (1 - b P) + b (P - S)`
    _ = b * ((P - S) * g) * (1 - P * b) + (1 - b * P) * g * (1 - P * b) := by noncomm_ring
    _ = b * (1 - P * b) + (1 - b * P) * g * (1 - P * b) := by rw [hg, mul_one]
```

**Q:** What do the three conditions exclude physically?

**A:** Invertibility of \(P-S\) keeps the energy away from solutions of the bare secular equation. Invertibility of \(1-Pb\) avoids a singularity of the screened potential function, and invertibility of \(1-bS\) makes the screened structure constants well defined. These are assumptions about the chosen energy and screening, not consequences of the model.

**Q:** Suppose my data are already screened by \(\alpha\), and I want \(\beta\).

**A:** Write \(1=(1-\alpha X)(1-\alpha X)^{-1}\). Then

\[
1-(\beta-\alpha)X^\alpha=(1-\beta X)(1-\alpha X)^{-1}.
\]

```lean
/-- The factor relating two representations:
`1 - (β - α) X^α = (1 - β X) (1 - α X)⁻¹`. -/
theorem one_sub_screen {α β X : R} (hα : IsUnit (1 - α * X)) :
    1 - (β - α) * screen α X = (1 - β * X) * Ring.inverse (1 - α * X) := by
  have h := Ring.mul_inverse_cancel _ hα
  unfold screen
  generalize Ring.inverse (1 - α * X) = w at h ⊢
  calc 1 - (β - α) * (X * w) = (1 - α * X) * w - (β - α) * (X * w) := by rw [h]
    _ = (1 - β * X) * w := by noncomm_ring
```

Both factors on the right are invertible when \(1-\alpha X\) and \(1-\beta X\) are. Hence

\[
\begin{aligned}
(X^\alpha)^{\beta-\alpha}
&=X(1-\alpha X)^{-1}\big[(1-\beta X)(1-\alpha X)^{-1}\big]^{-1}\\
&=X(1-\alpha X)^{-1}(1-\alpha X)(1-\beta X)^{-1}=X^\beta .
\end{aligned}
\]

Lean names the bracket's inverse `m` and reaches the same result by cancellation.

```lean
/-- If `1 - α X` and `1 - β X` are invertible, screening `X` by `α` and then by `β - α` is the same
as screening it by `β`. -/
theorem screen_screen {α β X : R} (hα : IsUnit (1 - α * X)) (hβ : IsUnit (1 - β * X)) :
    screen (β - α) (screen α X) = screen β X := by
  have hM : IsUnit (1 - (β - α) * screen α X) := by
    rw [one_sub_screen hα]
    exact hβ.mul hα.ringInverse
  have hm := Ring.mul_inverse_cancel _ hM
  have hz := Ring.inverse_mul_cancel _ hβ
  change screen α X * Ring.inverse (1 - (β - α) * screen α X) = screen β X
  generalize Ring.inverse (1 - (β - α) * screen α X) = m at hm ⊢
  rw [one_sub_screen hα] at hm
  unfold screen
  generalize Ring.inverse (1 - α * X) = w at hm ⊢
  generalize Ring.inverse (1 - β * X) = z at hz ⊢
  calc X * w * m = X * ((z * (1 - β * X)) * (w * m)) := by rw [hz, one_mul, mul_assoc]
    _ = X * (z * ((1 - β * X) * w * m)) := by simp only [mul_assoc]
    _ = X * z := by rw [hm, mul_one]
```

So, if \(P-S\), \(1-\alpha P\), \(1-\alpha S\), \(1-\beta P\) and \(1-\beta S\) are all invertible, the main formula applies with \(P^\alpha\), \(S^\alpha\) and \(\beta-\alpha\) in place of \(P\), \(S\) and \(b\):

\[
g^\beta=(\beta-\alpha)\big(1-P^\alpha(\beta-\alpha)\big)
+\big(1-(\beta-\alpha)P^\alpha\big)g^\alpha\big(1-P^\alpha(\beta-\alpha)\big).
\]

The proof rewrites both \(\beta\)-screened quantities as successive screenings, then uses `screened_green`.

```lean
/-- The auxiliary Green function in representation `β` expressed through the Green function
and potential function in representation `α`. -/
theorem green_change_representation {α β P S : R} (hPS : IsUnit (P - S))
    (hαP : IsUnit (1 - α * P)) (hαS : IsUnit (1 - α * S))
    (hβP : IsUnit (1 - β * P)) (hβS : IsUnit (1 - β * S)) :
    auxGreen (screen β P) (screen β S)
      = (β - α) * (1 - screen α P * (β - α))
        + (1 - (β - α) * screen α P) * auxGreen (screen α P) (screen α S)
          * (1 - screen α P * (β - α)) := by
  have hP : IsUnit (1 - (β - α) * screen α P) := by
    rw [one_sub_screen hαP]
    exact hβP.mul hαP.ringInverse
  have hS : IsUnit (1 - (β - α) * screen α S) := by
    rw [one_sub_screen hαS]
    exact hβS.mul hαS.ringInverse
  rw [← screen_screen hαP hβP, ← screen_screen hαS hβS]
  exact (screened_green ((isUnit_screened_iff hαS (isUnit_swap hαP)).mpr hPS) hS
    (isUnit_swap hP)).2
```

**Q:** What would this look like in a code?

**A:** With \(P\) and \(b\) diagonal, having entries \(p_i\) and \(b_i\), it is a loop over matrix elements:

\[
g^b_{ij}=\delta_{ij}\,b_i(1-p_ib_i)+(1-b_ip_i)\,g_{ij}\,(1-p_jb_j).
\]

For a finite, effective one-electron LMTO problem at fixed energy, the auxiliary Green function can thus be moved between representations without another matrix inversion. The index \(i\) may label a site and orbital together. If \(P\) or \(b\) has off-diagonal elements, whether between sites or between orbitals on one site, use the ring formula.

**Q:** Where would I go wrong?

**A:** By rescaling \(g\) and forgetting the diagonal shift. Elements with \(i\ne j\) would still be right, which hides the error. Test one site with \(S=0\), \(p\ne0\), \(b\ne0\) and \(pb\ne1\): directly, \(g^b=(1-pb)/p\), whereas rescaling alone gives \((1-pb)^2/p\).

The Lean proof obtains the unit condition on \(1-Pb\) from `hp`, which says that every \(1-p_ib_i\) is nonzero, through the determinant of a diagonal matrix. It then reads off the entries.

```lean
/-- For diagonal `P` and `b`, under the stated invertibility conditions, the `i j` element of the
auxiliary Green function is multiplied by `1 - b i p i` and `1 - p j b j`, and the diagonal elements
are also shifted by `b i (1 - p i b i)`. -/
theorem screened_green_apply {n : Type*} [Fintype n] [DecidableEq n] (p b : n → ℂ)
    (S : Matrix n n ℂ) (hPS : IsUnit (diagonal p - S)) (hS : IsUnit (1 - diagonal b * S))
    (hp : ∀ i, 1 - p i * b i ≠ 0) (i j : n) :
    auxGreen (screen (diagonal b) (diagonal p)) (screen (diagonal b) S) i j
      = (if i = j then b i * (1 - p i * b i) else 0)
        + (1 - b i * p i) * auxGreen (diagonal p) S i j * (1 - p j * b j) := by
  have e : ∀ x y : n → ℂ, (1 : Matrix n n ℂ) - diagonal x * diagonal y
      = diagonal (fun k => 1 - x k * y k) := by
    intro x y
    ext k l
    by_cases h : k = l <;> simp [h]
  have hP : IsUnit ((1 : Matrix n n ℂ) - diagonal p * diagonal b) := by
    rw [e, Matrix.isUnit_iff_isUnit_det, Matrix.det_diagonal, isUnit_iff_ne_zero,
      Finset.prod_ne_zero_iff]
    exact fun k _ => hp k
  rw [(screened_green hPS hS hP).2, e p b, e b p, Matrix.diagonal_mul_diagonal,
    Matrix.add_apply, Matrix.mul_diagonal, Matrix.diagonal_mul, Matrix.diagonal_apply]
```

**Q:** Then is the physics complete, and is there a case where the ordering matters?

**A:** The algebra treats \(P\), \(S\) and \(b\) as given. It does not derive them from a potential, show that a particular \(b\) makes \(S^b\) short-ranged, or construct the physical Green function from the auxiliary one.

For the ordering, take two sites with \(P=\mathrm{diag}(2,3)\), unit hopping and \(b=\mathrm{diag}(1,0)\). The determinants of \(P-S\), \(1-bS\) and \(1-Pb\) are \(5\), \(1\) and \(-1\), so all three are invertible. Yet \(bS\) and \(Sb\) differ: their upper-right entries are \(1\) and \(0\). Lean checks the same determinants and that entry.

```lean
/-- Two coupled sites with `P = diag(2, 3)`, unit hopping `S` and `b = diag(1, 0)` meet the
three invertibility conditions, and `b` does not commute with `S`. -/
theorem screened_green_witness :
    IsUnit (!![2, 0; 0, 3] - !![0, 1; 1, 0] : Matrix (Fin 2) (Fin 2) ℂ) ∧
    IsUnit (1 - !![1, 0; 0, 0] * !![0, 1; 1, 0] : Matrix (Fin 2) (Fin 2) ℂ) ∧
    IsUnit (1 - !![2, 0; 0, 3] * !![1, 0; 0, 0] : Matrix (Fin 2) (Fin 2) ℂ) ∧
    (!![1, 0; 0, 0] * !![0, 1; 1, 0] : Matrix (Fin 2) (Fin 2) ℂ)
      ≠ !![0, 1; 1, 0] * !![1, 0; 0, 0] := by
  refine ⟨?_, ?_, ?_, ?_⟩
  · rw [Matrix.isUnit_iff_isUnit_det, isUnit_iff_ne_zero, Matrix.det_fin_two]
    norm_num
  · rw [Matrix.isUnit_iff_isUnit_det, isUnit_iff_ne_zero, Matrix.det_fin_two]
    norm_num [Matrix.mul_apply, Fin.sum_univ_two]
  · rw [Matrix.isUnit_iff_isUnit_det, isUnit_iff_ne_zero, Matrix.det_fin_two]
    norm_num [Matrix.mul_apply, Fin.sum_univ_two]
  · intro h
    have h01 := congrFun (congrFun h 0) 1
    norm_num [Matrix.mul_apply, Fin.sum_univ_two] at h01

end

end LMTOScreening
```

```lean
#print axioms LMTOScreening.green_change_representation
#print axioms LMTOScreening.screened_green_apply
```

```
'LMTOScreening.green_change_representation' depends on axioms: [propext, Classical.choice, Quot.sound]
'LMTOScreening.screened_green_apply' depends on axioms: [propext, Classical.choice, Quot.sound]
```
